# The Lanczos residual norm at a nonreal frequency, from the couplings and one determinant

Take n ≥ 1 Lanczos steps of a Hermitian H from a unit vector q₀, and solve (z − H)x = q₀ at nonreal z approximately, by projection onto the span of q₀, …, q_(n−1). The residual is then a multiple of the next Lanczos vector qₙ. Its norm is the product of the couplings b₁, …, bₙ divided by the modulus of det(z − T), where T is the n × n tridiagonal Lanczos matrix. For an exciton Hamiltonian in a finite basis, taken in the Hermitian Tamm–Dancoff form, this tests the convergence of the response at each complex frequency without applying H again.

## The recurrence, the matrix and the response

The states live in a complex inner product space `E`, of any dimension, and H is a linear map defined on all of it.

```lean
import Mathlib

open Matrix
open scoped ComplexOrder

namespace LanczosResidual

variable {E : Type*} [NormedAddCommGroup E] [InnerProductSpace ℂ E]
```

A Lanczos run consists of vectors q_k, real mean energies a_k and real couplings b_k. The algorithm removes from H q_k its components along q_k and q_(k−1), and b_(k+1) is the norm of what remains. `IsLanczosRun H q a b n` records the outcome of n such steps as hypotheses:

- `step` is the recurrence H q_k = b_k q_(k−1) + a_k q_k + b_(k+1) q_(k+1) for k < n.
- `first` sets b₀ = 0, so the first step has no previous vector. Lean reads `0 - 1` as 0 in the natural numbers, and the zero coupling makes that term harmless.
- `unit` normalises q₀, …, qₙ.
- `pos` makes b₁, …, bₙ positive, which excludes a run that terminates within these steps.

For Hermitian H the algorithm supplies this recurrence. The theorems below assume neither Hermiticity of H nor orthogonality of the q_k; the four conditions above are enough. The recurrence is taken to hold exactly, without rounding errors.

```lean
/-- `n` Lanczos steps: unit vectors `q_0, ..., q_n` and positive couplings `b_1, ..., b_n`
linked by the three-term recurrence of `H`, with `b_0 = 0`. -/
structure IsLanczosRun (H : E →ₗ[ℂ] E) (q : ℕ → E) (a b : ℕ → ℝ) (n : ℕ) : Prop where
  first : b 0 = 0
  pos : ∀ k < n, 0 < b (k + 1)
  unit : ∀ k ≤ n, ‖q k‖ = 1
  step : ∀ k < n, H (q k) =
    (b k : ℂ) • q (k - 1) + (a k : ℂ) • q k + (b (k + 1) : ℂ) • q (k + 1)
```

The matrix T has a_i on the diagonal, and b_(i+1) links the indices i and i+1 in both directions. `entry` is defined for all natural indices, so it also provides the row just below the square matrix.

```lean
/-- Entries of the tridiagonal matrix `T`: `a` on the diagonal, `b` beside it. -/
noncomputable def entry (a b : ℕ → ℝ) (i j : ℕ) : ℝ :=
  (if i = j then a i else 0) + (if i + 1 = j then b j else 0) + (if j + 1 = i then b i else 0)
```

`shifted a b n z` is the n × n matrix z − T, with indices 0, …, n−1.

```lean
/-- The matrix `z - T` of size `n`. -/
noncomputable def shifted (a b : ℕ → ℝ) (n : ℕ) (z : ℂ) : Matrix (Fin n) (Fin n) ℂ :=
  z • (1 : Matrix (Fin n) (Fin n) ℂ) - Matrix.of fun i j : Fin n => (entry a b i j : ℂ)
```

With n = m + 1, the coefficients of x are the first column of (z − T)⁻¹:

x = Σ_j [(z − T)⁻¹]_(j0) q_j, j = 0, …, m.

```lean
/-- The approximate response `x = Q (z - T)⁻¹ e₀` after `m + 1` steps, for `z` with
`det (z - T) ≠ 0`. -/
noncomputable def response (q : ℕ → E) (a b : ℕ → ℝ) (m : ℕ) (z : ℂ) : E :=
  ∑ j : Fin (m + 1), (shifted a b (m + 1) z)⁻¹ j 0 • q j
```

The smallest example is a particle hopping between two sites, where H exchanges the two amplitudes.

```lean
/-- Hopping between two sites: the amplitudes are exchanged. -/
noncomputable def hopping : EuclideanSpace ℂ (Fin 2) →ₗ[ℂ] EuclideanSpace ℂ (Fin 2) where
  toFun x := !₂[x 1, x 0]
  map_add' x y := by ext i; fin_cases i <;> simp
  map_smul' c x := by ext i; fin_cases i <;> simp
```

## (a) One Lanczos step on two sites

**Task.** Start the hopping particle on the first site, q₀ = (1, 0). Show that one Lanczos step with a₀ = 0 and b₁ = 1 leads to the second site:

H q₀ = q₁, q₁ = (0, 1).

**Solution.** Exchanging the amplitudes of (1, 0) gives (0, 1). This has no component along q₀, so a₀ = 0, and its norm is 1, so b₁ = 1. Both vectors are normalised.

The Lean proof checks the four fields of the structure, the recurrence component by component with `fin_cases`. The hypotheses of a run are therefore satisfiable.

```lean
/-- Two-site hopping started on the first site makes one Lanczos step to the second site. -/
theorem isLanczosRun_witness : IsLanczosRun hopping
    (fun k => if k = 0 then !₂[1, 0] else !₂[0, 1]) (fun _ => 0)
    (fun k => if k = 0 then 0 else 1) 1 where
  first := by simp
  pos k _ := by simp
  unit k _ := by by_cases hk : k = 0 <;> simp [hk, EuclideanSpace.norm_eq]
  step k hk := by
    obtain rfl : k = 0 := by omega
    ext i
    fin_cases i <;> simp [hopping]
```

## (b) The recurrence as columns of a matrix

**Task.** For j < n, show that column j of the tridiagonal matrix, extended by one row, expands H q_j:

Σ_i T_ij q_i = H q_j, i = 0, …, n.

**Solution.** At most three entries of column j are nonzero. Row j−1 contributes b_j q_(j−1), row j contributes a_j q_j, and row j+1 contributes b_(j+1) q_(j+1). Their sum is the right-hand side of the recurrence. For j = 0 there is no row j−1, in agreement with b₀ = 0.

In Lean, `hprev` evaluates the sum over the upper neighbour, treating j = 0 separately. The other two sums collapse by `Finset.sum_ite_eq'` and `Finset.sum_ite_eq`, and `h.step` finishes the proof.

```lean
variable {H : E →ₗ[ℂ] E} {q : ℕ → E} {a b : ℕ → ℝ}

/-- In a Lanczos run of `n` steps, column `j < n` of the tridiagonal matrix expands `H q_j`
in `q_0, ..., q_n`. -/
theorem column {n j : ℕ} (h : IsLanczosRun H q a b n) (hj : j < n) :
    ∑ i ∈ Finset.range (n + 1), (entry a b i j : ℂ) • q i = H (q j) := by
  have hprev : ∑ i ∈ Finset.range (n + 1), (if i + 1 = j then (b j : ℂ) • q i else 0) =
      (b j : ℂ) • q (j - 1) := by
    cases j with
    | zero => simp [h.first]
    | succ k =>
      rw [Finset.sum_eq_single k]
      · simp
      · intro i _ hi
        exact if_neg (by omega)
      · intro hk
        exact absurd (Finset.mem_range.2 (by omega)) hk
  have h1 : j ∈ Finset.range (n + 1) := Finset.mem_range.2 (by omega)
  have h2 : j + 1 ∈ Finset.range (n + 1) := Finset.mem_range.2 (by omega)
  simp only [entry, Complex.ofReal_add, apply_ite Complex.ofReal, Complex.ofReal_zero,
    add_smul, ite_smul, zero_smul, Finset.sum_add_distrib]
  rw [hprev, Finset.sum_ite_eq', Finset.sum_ite_eq, if_pos h1, if_pos h2, h.step j hj,
    add_comm ((a j : ℂ) • q j)]
```

## (c) No resonance away from the real axis

**Task.** Show that for Im z ≠ 0

det(z − T) ≠ 0.

**Solution.** If the determinant vanished, there would be a vector v ≠ 0 with Tv = zv. Since T is real and symmetric, v†T = (Tv)† = z* v†. Evaluating v†Tv in both ways gives

z* v†v = z v†v.

As v†v ≠ 0, it follows that z* = z, so z is real, a contradiction.

`Matrix.exists_mulVec_eq_zero_iff` supplies v, `hT` is the Hermiticity of T, and `h2` is the displayed equation. Cancelling v†v gives `h4`.

```lean
/-- At nonreal `z` the determinant of `z - T` does not vanish. -/
theorem det_ne_zero (a b : ℕ → ℝ) (n : ℕ) {z : ℂ} (hz : z.im ≠ 0) :
    (shifted a b n z).det ≠ 0 := by
  intro hdet
  obtain ⟨v, hv, hMv⟩ := Matrix.exists_mulVec_eq_zero_iff.2 hdet
  have hT : (Matrix.of fun i j : Fin n => (entry a b i j : ℂ))ᴴ =
      Matrix.of fun i j : Fin n => (entry a b i j : ℂ) := by
    ext i j
    have hs : entry a b j i = entry a b i j := by
      unfold entry
      by_cases h : (i : ℕ) = j
      · rw [h]
      · rw [if_neg h, if_neg (Ne.symm h), zero_add, zero_add, add_comm]
    rw [Matrix.conjTranspose_apply, Matrix.of_apply, Matrix.of_apply, hs]
    exact Complex.conj_ofReal (entry a b i j)
  rw [shifted, Matrix.sub_mulVec, Matrix.smul_mulVec, Matrix.one_mulVec, sub_eq_zero] at hMv
  -- T has real expectation values, so an eigenvalue z would be real
  have h1 := Matrix.star_mulVec (Matrix.of fun i j : Fin n => (entry a b i j : ℂ)) v
  rw [hT, ← hMv, star_smul] at h1
  have h2 := congrArg (fun w => w ⬝ᵥ v) h1
  simp only [← Matrix.dotProduct_mulVec, ← hMv, smul_dotProduct, dotProduct_smul,
    smul_eq_mul] at h2
  have h3 : star v ⬝ᵥ v ≠ 0 := by
    rwa [Ne, dotProduct_star_self_eq_zero]
  have h4 : star z = z := mul_right_cancel₀ h3 h2
  exact hz (Complex.conj_eq_iff_im.1 h4)
```

## (d) The corner of the adjugate

**Task.** Let T have size m + 1. Show that the entry of the adjugate of z − T in the last row and first column does not depend on z:

[adj(z − T)]_(m0) = b₁ b₂ … b_m.

**Solution.** This entry is (−1)^m times the determinant left after deleting row 0 and column m. With i, j = 0, …, m−1, the remaining matrix has entries

R_ij = (z − T)_(i+1, j).

On its diagonal stands −b_(i+1). Below the diagonal, j < i, the original indices differ by at least two, so the entry is zero. The matrix is upper triangular with determinant (−1)^m b₁ … b_m, and the two signs cancel. For m = 0 both sides are 1.

The Mathlib lemma that does the deletion is `Matrix.adjugate_fin_succ_eq_det_submatrix`. It writes an adjugate entry as a signed determinant of a `submatrix`, whose rows and columns are selected by maps called `succAbove`. Such a map counts through the indices and skips one. Skipping the first index is `Fin.succ`, which sends i to i + 1; skipping the last is `Fin.castSucc`, which keeps the value of j. These two maps produce exactly R_ij. `hlow` then computes its entries on and below the diagonal, and `Matrix.det_of_isUpperTriangular` gives the determinant.

```lean
/-- The corner entry of the adjugate of `z - T` is the product of the couplings inside `T`. -/
theorem corner (a b : ℕ → ℝ) (m : ℕ) (z : ℂ) :
    (shifted a b (m + 1) z).adjugate (Fin.last m) 0 =
      ∏ k ∈ Finset.range m, (b (k + 1) : ℂ) := by
  have hlow : ∀ i j : Fin m, j ≤ i → shifted a b (m + 1) z i.succ j.castSucc =
      if i = j then -1 * (b (i + 1) : ℂ) else 0 := by
    intro i j hij
    have hle : (j : ℕ) ≤ i := hij
    have h2 : ¬ (i : ℕ) + 1 = j := by omega
    have h3 : ¬ (i : ℕ) + 1 + 1 = j := by omega
    have h1 : i.succ ≠ j.castSucc := fun e => h2 (congrArg Fin.val e)
    by_cases e : i = j
    · subst e
      simp [shifted, entry, h1, h3]
    · simp [shifted, entry, h1, h3, e, Ne.symm e, Fin.val_inj]
  -- deleting the first row and last column leaves a triangular matrix
  have hdet : ((shifted a b (m + 1) z).submatrix Fin.succ Fin.castSucc).det =
      ∏ i : Fin m, (-1 * (b (i + 1) : ℂ)) := by
    rw [Matrix.det_of_isUpperTriangular]
    · refine Finset.prod_congr rfl fun i _ => ?_
      rw [Matrix.submatrix_apply, hlow i i le_rfl, if_pos rfl]
    · intro i j hij
      have hlt : j < i := hij
      rw [Matrix.submatrix_apply, hlow i j hlt.le, if_neg hlt.ne']
  have hsign : (-1 : ℂ) ^ m * (-1) ^ m = 1 := by
    rw [← mul_pow]
    simp
  rw [Matrix.adjugate_fin_succ_eq_det_submatrix, Fin.succAbove_zero, Fin.succAbove_last,
    hdet, Finset.prod_mul_distrib, Finset.prod_const, Finset.card_univ, Fintype.card_fin,
    Fin.prod_univ_eq_prod_range (fun k => (b (k + 1) : ℂ)) m]
  simp only [Fin.val_zero, Fin.val_last, zero_add]
  rw [← mul_assoc, hsign, one_mul]
```

## (e) The residual points along the next Lanczos vector

**Task.** For n = m + 1 steps and Im z ≠ 0, show that

q₀ − (z − H)x = [b₁ … bₙ / det(z − T)] qₙ.

**Solution.** Write M = z − T and c_j = (M⁻¹)_(j0), so that x = Σ_j c_j q_j. By (b), for j = 0, …, m,

(z − H) q_j = Σ_i M_ij q_i − T_nj qₙ, i = 0, …, m.

In the extra row only T_nm = bₙ is nonzero. Multiplying by c_j and summing over j gives

(z − H)x = Σ_i (Mc)_i q_i − bₙ c_m qₙ = q₀ − bₙ c_m qₙ,

because Mc is the first unit vector. By (d), c_m = b₁ … b_m / det M. Hence the residual bₙ c_m qₙ has the stated form.

The Lean proof has the same parts. `hcol` is the equation for (z − H) q_j, `hin` uses M M⁻¹ = 1 to recover q₀, and `hout` isolates j = m and inserts `corner`. `hx` moves z − H inside the sum by linearity. The condition on z enters only through (c), which makes M invertible.

```lean
/-- At nonreal `z` the residual after `n = m + 1` Lanczos steps is
`b_1 ... b_n / det (z - T)` times the next Lanczos vector `q_n`. -/
theorem residual_eq {m : ℕ} (h : IsLanczosRun H q a b (m + 1)) {z : ℂ} (hz : z.im ≠ 0) :
    q 0 - (z • response q a b m z - H (response q a b m z)) =
      ((∏ k ∈ Finset.range (m + 1), (b (k + 1) : ℂ)) / (shifted a b (m + 1) z).det) •
        q (m + 1) := by
  have hinv := Matrix.mul_nonsing_inv (shifted a b (m + 1) z)
    (isUnit_iff_ne_zero.2 (det_ne_zero a b (m + 1) hz))
  have hcol : ∀ j : Fin (m + 1), z • q j - H (q j) =
      ∑ i : Fin (m + 1), shifted a b (m + 1) z i j • q i -
        (entry a b (m + 1) j : ℂ) • q (m + 1) := by
    intro j
    have h1 := column h j.isLt
    rw [Finset.sum_range_succ,
      ← Fin.sum_univ_eq_sum_range (fun i => (entry a b i j : ℂ) • q i)] at h1
    rw [← h1]
    simp only [shifted, Matrix.sub_apply, Matrix.smul_apply, Matrix.of_apply,
      Matrix.one_apply, smul_eq_mul, mul_ite, mul_one, mul_zero, sub_smul, ite_smul,
      zero_smul, Finset.sum_sub_distrib, Finset.sum_ite_eq', Finset.mem_univ, if_true]
    exact (sub_sub _ _ _).symm
  -- the columns of `z - T`, weighted by the coefficients of the response, recover `q_0`
  have hin : ∑ j : Fin (m + 1), (shifted a b (m + 1) z)⁻¹ j 0 •
      ∑ i : Fin (m + 1), shifted a b (m + 1) z i j • q i = q 0 := by
    have h1 : ∑ i : Fin (m + 1),
        (shifted a b (m + 1) z * (shifted a b (m + 1) z)⁻¹) i 0 • q i = q 0 := by
      simp [hinv, Matrix.one_apply, ite_smul]
    rw [← h1]
    simp only [Matrix.mul_apply, Finset.sum_smul, Finset.smul_sum, smul_smul]
    rw [Finset.sum_comm]
    exact Finset.sum_congr rfl fun i _ => Finset.sum_congr rfl fun j _ => by rw [mul_comm]
  -- only the last component couples to the next Lanczos vector
  have hout : ∑ j : Fin (m + 1), (shifted a b (m + 1) z)⁻¹ j 0 •
      (entry a b (m + 1) j : ℂ) • q (m + 1) =
      ((∏ k ∈ Finset.range (m + 1), (b (k + 1) : ℂ)) / (shifted a b (m + 1) z).det) •
        q (m + 1) := by
    rw [Finset.sum_eq_single (Fin.last m)]
    · have h1 : ¬ m + 1 + 1 = m := by omega
      have h2 : entry a b (m + 1) m = b (m + 1) := by simp [entry, h1]
      rw [smul_smul, Matrix.inv_def, Matrix.smul_apply, corner, Ring.inverse_eq_inv',
        smul_eq_mul, Fin.val_last, h2, Finset.prod_range_succ, mul_assoc, ← div_eq_inv_mul]
    · intro j _ hj
      have h0 : (j : ℕ) ≠ m := fun e => hj (Fin.ext e)
      have hlt := j.isLt
      have h1 : ¬ m + 1 = (j : ℕ) := by omega
      have h2 : ¬ m + 1 + 1 = (j : ℕ) := by omega
      have h3 : ¬ (j : ℕ) + 1 = m + 1 := by omega
      rw [entry, if_neg h1, if_neg h2, if_neg h3]
      simp
    · simp
  have hx : z • response q a b m z - H (response q a b m z) = ∑ j : Fin (m + 1),
      (shifted a b (m + 1) z)⁻¹ j 0 • (z • q j - H (q j)) := by
    rw [response, map_sum, Finset.smul_sum, ← Finset.sum_sub_distrib]
    refine Finset.sum_congr rfl fun j _ => ?_
    rw [H.map_smul, smul_sub, smul_comm z]
  rw [hx]
  simp only [hcol, smul_sub, Finset.sum_sub_distrib]
  rw [hin, hout, sub_sub_cancel]
```

## (f) The residual norm

**Task.** Under the same conditions, show that

‖q₀ − (z − H)x‖ = b₁ … bₙ / |det(z − T)|.

**Solution.** Take norms in (e). The vector qₙ has norm 1, and the couplings are positive, so their product equals its own modulus.

In Lean, `norm_smul` separates the coefficient from the vector, `h.unit` supplies ‖qₙ‖ = 1, and `h.pos` removes the moduli of the couplings. The theorem concerns the residual. For Hermitian H in a finite basis, the norm of the error of x is at most the residual norm divided by |Im z|; this bound is not proved here.

```lean
/-- At nonreal `z` the residual norm after `n = m + 1` Lanczos steps is
`b_1 ... b_n / |det (z - T)|`. -/
theorem residual_norm {m : ℕ} (h : IsLanczosRun H q a b (m + 1)) {z : ℂ} (hz : z.im ≠ 0) :
    ‖q 0 - (z • response q a b m z - H (response q a b m z))‖ =
      (∏ k ∈ Finset.range (m + 1), b (k + 1)) / ‖(shifted a b (m + 1) z).det‖ := by
  rw [residual_eq h hz, norm_smul, h.unit (m + 1) le_rfl, mul_one, norm_div, norm_prod]
  congr 1
  refine Finset.prod_congr rfl fun k hk => ?_
  rw [Complex.norm_real, Real.norm_of_nonneg (h.pos k (Finset.mem_range.1 hk)).le]

end LanczosResidual
```

```lean
#print axioms LanczosResidual.residual_norm
-- 'LanczosResidual.residual_norm' depends on axioms: [propext, Classical.choice, Quot.sound]
```

## Updating the residual along a frequency grid

In an absorption calculation, q₀ is the normalised vector of dipole matrix elements and z = ω + iη, with η > 0 the broadening. The a_k and b_k are shared by all frequencies. For each z it suffices to carry two numbers: the ratio ρ_k of the determinants of sizes k and k−1, and the residual norm r_k after k steps. Expanding the tridiagonal determinant along its last row gives, for k ≥ 1,

ρ₁ = z − a₀, ρ_(k+1) = z − a_k − b_k²/ρ_k,

r₀ = 1, r_k = r_(k−1) b_k/|ρ_k|.

Neither x nor the full determinant has to be formed.

For a semi-infinite chain with zero site energies and unit hopping, started at its end site, every a_k is 0 and every b_k with k ≥ 1 is 1. At z = 2i the ratios are 2i, 2.5i and 2.4i, so the residual norm falls from 1 to 1/2, 1/5 and 1/12 in three steps.
